# For a Spin-Conserving Contact, the Real Mixing Conductance Is at Least the Average Spin Conductance

If the mixing conductance of a contact between a normal metal and a ferromagnet is chosen independently of its two spin conductances, the choice can describe a contact that creates electrons. With spin conductances 2 and 1, for example, a real mixing conductance of 1 is impossible when flux is conserved. When the ferromagnet is thick enough that no transverse spin gets through it, the real mixing conductance measures how strongly the contact absorbs spin transverse to the magnetisation. It therefore enters models of spin-transfer torque and of damping by spin pumping.

## Channels and conductances

Electrons arrive from the normal metal in $N$ channels. All channels are normalised to unit flux, so that squared amplitudes are probabilities. Spin-up electrons have reflection matrix $r$ and transmission matrix $t$; spin-down electrons have $s$ and $u$. These matrices describe non-interacting electrons, and keeping the two spins separate means that scattering flips no spin along the magnetisation.

The finite types `n`, `m` and `k` label the incoming channels and the outgoing channels for transmitted up and down spins. Thus $r,s$ are square, while $t,u$ may be rectangular. Rows label incoming channels, the transpose of a common textbook convention.

```lean
import Mathlib

open Matrix

namespace SpinMixingConductance

noncomputable section

variable {n m k : Type*} [Fintype n] [Fintype m] [Fintype k]
```

In units of $e^2/h$, the Landauer conductance of spin up is $G_\uparrow=\mathrm{Re}\,\mathrm{tr}(tt^\dagger)$, and $G_\downarrow$ is the same expression in $u$. Lean writes the adjoint as `ᴴ`; the comments write it as a star.

```lean
/-- The Landauer conductance `Re tr (t t*)` of one spin species with transmission matrix `t`,
in units of `e²/h`. -/
def conductance (t : Matrix n m ℂ) : ℝ := (trace (t * tᴴ)).re
```

The mixing conductance compares the two reflections:
$$G_{\rm mix}=N-\mathrm{tr}(rs^\dagger).$$
It is complex, and `Fintype.card n` is $N$. Going from this number to a measured torque or damping rate takes a transport model of the whole device, which the hypotheses do not supply.

```lean
/-- The spin-mixing conductance `N - tr (r s*)` of a contact with `N` incoming channels and
reflection matrices `r` and `s` for the two spins, in units of `e²/h`. -/
def mixingConductance (r s : Matrix n n ℂ) : ℂ := (Fintype.card n : ℂ) - trace (r * sᴴ)
```

## Counting probabilities

For any matrix $A$, the diagonal entries of $AA^\dagger$ give
$$\mathrm{Re}\,\mathrm{tr}(AA^\dagger)=\sum_{i,j}A_{ij}\overline{A_{ij}}=\sum_{i,j}|A_{ij}|^2.$$
The proof expands the trace and compares the sums term by term.

```lean
/-- The real part of `tr (A A*)` is the sum of the squared absolute values `|A i j|²` over all
entries of `A`. -/
theorem trace_re_eq_sum (A : Matrix n m ℂ) :
    (trace (A * Aᴴ)).re = ∑ i, ∑ j, ‖A i j‖ ^ 2 := by
  simp only [Matrix.trace, Matrix.diag_apply, Matrix.mul_apply, Matrix.conjTranspose_apply,
    Complex.re_sum]
  refine Finset.sum_congr rfl fun i _ => Finset.sum_congr rfl fun j _ => ?_
  rw [Complex.star_def, Complex.mul_conj, Complex.ofReal_re, Complex.normSq_eq_norm_sq]
```

A sum of nonnegative terms is zero only if each term is zero. Applied first to the rows and then to the entries, this shows that the trace vanishes exactly when $A=0$.

```lean
/-- The real part of `tr (A A*)` vanishes exactly when `A` is the zero matrix. -/
theorem trace_re_eq_zero_iff (A : Matrix n m ℂ) : (trace (A * Aᴴ)).re = 0 ↔ A = 0 := by
  constructor
  · intro h
    rw [trace_re_eq_sum] at h
    ext i j
    -- a sum of nonnegative terms vanishes only term by term
    have h1 := (Finset.sum_eq_zero_iff_of_nonneg (fun i _ => by positivity)).1 h i
      (Finset.mem_univ i)
    have h2 := (Finset.sum_eq_zero_iff_of_nonneg (fun j _ => by positivity)).1 h1 j
      (Finset.mem_univ j)
    simpa using h2
  · rintro rfl
    simp
```

Flux conservation, $rr^\dagger+tt^\dagger=1$, says that every incoming electron is either reflected or transmitted. Its trace has real part
$$\mathrm{Re}\,\mathrm{tr}(rr^\dagger)+G_\uparrow=N.$$
In Lean, `congrArg` takes this real trace on both sides of the matrix equation.

```lean
variable [DecidableEq n]

/-- If flux is conserved, `r r* + t t* = 1`, the total reflection probability is the number of
incoming channels minus the conductance. -/
theorem reflection_eq {r : Matrix n n ℂ} {t : Matrix n m ℂ} (h : r * rᴴ + t * tᴴ = 1) :
    (trace (r * rᴴ)).re = Fintype.card n - conductance t := by
  have h1 := congrArg (fun A : Matrix n n ℂ => (trace A).re) h
  simp only [trace_add, trace_one, Complex.add_re, Complex.natCast_re] at h1
  unfold conductance
  linarith
```

## The difference between the reflections

Assume also $ss^\dagger+uu^\dagger=1$. Since $sr^\dagger=(rs^\dagger)^\dagger$, the two cross terms have equal real parts, which is `hcross` in the proof. Therefore
$$\begin{aligned}
\mathrm{Re}\,\mathrm{tr}\big((r-s)(r-s)^\dagger\big)
&=(N-G_\uparrow)+(N-G_\downarrow)-2\,\mathrm{Re}\,\mathrm{tr}(rs^\dagger)\\
&=2\,\mathrm{Re}\,G_{\rm mix}-G_\uparrow-G_\downarrow.
\end{aligned}$$
Solving for $\mathrm{Re}\,G_{\rm mix}$ gives the identity; `linarith` does this last step.

```lean
/-- If flux is conserved for each spin, the real part of the mixing conductance is half the sum
of `tr ((r - s)(r - s)*)` and the two spin conductances. -/
theorem mixingConductance_re_eq {r s : Matrix n n ℂ} {t : Matrix n m ℂ} {u : Matrix n k ℂ}
    (hr : r * rᴴ + t * tᴴ = 1) (hs : s * sᴴ + u * uᴴ = 1) :
    (mixingConductance r s).re =
      ((trace ((r - s) * (r - s)ᴴ)).re + conductance t + conductance u) / 2 := by
  -- the two interference terms are complex conjugates of each other
  have hcross : (trace (s * rᴴ)).re = (trace (r * sᴴ)).re := by
    have h : s * rᴴ = (r * sᴴ)ᴴ := by
      rw [conjTranspose_mul, conjTranspose_conjTranspose]
    rw [h, trace_conjTranspose, Complex.star_def, Complex.conj_re]
  have h1 := reflection_eq hr
  have h2 := reflection_eq hs
  simp only [mixingConductance, conjTranspose_sub, Matrix.sub_mul, Matrix.mul_sub, trace_sub,
    Complex.sub_re, Complex.natCast_re]
  linarith
```

The trace on the left is a sum of squares, so
$$\mathrm{Re}\,G_{\rm mix}\ge\tfrac12(G_\uparrow+G_\downarrow).$$
For reflection and transmission matrices computed from electronic structure, this is a consistency check within the finite-channel, spin-conserving model.

```lean
/-- If flux is conserved for each spin, the real part of the mixing conductance is at least the
average of the two spin conductances. -/
theorem average_le_mixingConductance_re {r s : Matrix n n ℂ} {t : Matrix n m ℂ}
    {u : Matrix n k ℂ} (hr : r * rᴴ + t * tᴴ = 1) (hs : s * sᴴ + u * uᴴ = 1) :
    (conductance t + conductance u) / 2 ≤ (mixingConductance r s).re := by
  have h0 : 0 ≤ (trace ((r - s) * (r - s)ᴴ)).re := by
    rw [trace_re_eq_sum]
    positivity
  rw [mixingConductance_re_eq hr hs]
  linarith
```

Equality requires the sum of squares to vanish, that is, $r=s$. The transmission matrices may still differ, but flux conservation then gives $tt^\dagger=uu^\dagger$, so the two spin conductances are equal.

```lean
/-- If flux is conserved for each spin, the real mixing conductance equals the average spin
conductance exactly when both spins have the same reflection matrix. -/
theorem mixingConductance_re_eq_average_iff {r s : Matrix n n ℂ} {t : Matrix n m ℂ}
    {u : Matrix n k ℂ} (hr : r * rᴴ + t * tᴴ = 1) (hs : s * sᴴ + u * uᴴ = 1) :
    (mixingConductance r s).re = (conductance t + conductance u) / 2 ↔ r = s := by
  rw [mixingConductance_re_eq hr hs, ← sub_eq_zero (a := r) (b := s),
    ← trace_re_eq_zero_iff (r - s)]
  constructor <;> intro h <;> linarith
```

Replacing $s$ by $-s$ preserves flux conservation and changes the sign of the cross term. The lower bound becomes $N+\mathrm{Re}\,\mathrm{tr}(rs^\dagger)\ge\frac12(G_\uparrow+G_\downarrow)$, and hence
$$\mathrm{Re}\,G_{\rm mix}\le 2N-\tfrac12(G_\uparrow+G_\downarrow).$$

```lean
/-- If flux is conserved for each spin, the real mixing conductance is at most twice the number
of incoming channels minus the average spin conductance. -/
theorem mixingConductance_re_le {r s : Matrix n n ℂ} {t : Matrix n m ℂ} {u : Matrix n k ℂ}
    (hr : r * rᴴ + t * tᴴ = 1) (hs : s * sᴴ + u * uᴴ = 1) :
    (mixingConductance r s).re ≤
      2 * Fintype.card n - (conductance t + conductance u) / 2 := by
  -- reversing the sign of `s` keeps flux conservation and flips the interference term
  have hs' : (-s) * (-s)ᴴ + u * uᴴ = 1 := by
    simpa only [conjTranspose_neg, Matrix.neg_mul, Matrix.mul_neg, neg_neg] using hs
  have h := average_le_mixingConductance_re hr hs'
  simp only [mixingConductance, conjTranspose_neg, Matrix.mul_neg, trace_neg, Complex.sub_re,
    Complex.neg_re, Complex.natCast_re] at h ⊢
  linarith
```

A magnetic insulator thick enough to suppress tunnelling transmits neither spin, so $G_\uparrow=G_\downarrow=0$. Then $\mathrm{Re}\,G_{\rm mix}\ge0$, with equality exactly for $r=s$: it is positive exactly when the reflections differ. The proof inserts zero transmission matrices into the earlier theorems.

```lean
/-- For a magnetic insulator, which reflects both spins completely, the real mixing conductance
is positive exactly when the two reflection matrices differ. -/
theorem insulator_mixingConductance_re_pos_iff {r s : Matrix n n ℂ}
    (hr : r * rᴴ = 1) (hs : s * sᴴ = 1) :
    0 < (mixingConductance r s).re ↔ r ≠ s := by
  have hr' : r * rᴴ + (0 : Matrix n n ℂ) * (0 : Matrix n n ℂ)ᴴ = 1 := by simpa using hr
  have hs' : s * sᴴ + (0 : Matrix n n ℂ) * (0 : Matrix n n ℂ)ᴴ = 1 := by simpa using hs
  have h0 : conductance (0 : Matrix n n ℂ) = 0 := by simp [conductance]
  have hle := average_le_mixingConductance_re hr' hs'
  have hiff := mixingConductance_re_eq_average_iff hr' hs'
  rw [h0, add_zero, zero_div] at hle hiff
  rw [lt_iff_le_and_ne, ne_comm, ne_eq, hiff]
  exact and_iff_right hle
```

## Two channels in numbers

Take
$$r=\begin{pmatrix}0&3/5\\3/5&0\end{pmatrix},\quad t=\tfrac45\,\mathbf 1,\quad
s=\begin{pmatrix}i&0\\0&0\end{pmatrix},\quad u=\begin{pmatrix}0&0\\0&1\end{pmatrix}.$$
Here $G_\uparrow=32/25$, $G_\downarrow=1$ and $\mathrm{tr}(rs^\dagger)=0$, so $G_{\rm mix}=2$. The squared entries of $r-s$ add up to $1+9/25+9/25=43/25$, and the identity reads $(43/25+32/25+1)/2=2$. The lower bound is $1.14$ and the upper bound $2.86$.

Flux conservation for one spin alone is not enough for the lower bound. With one channel, $r=1$, $t=0$ and $s=u=1$, the second spin sends out twice the flux it receives; then $G_{\rm mix}=0$, below the average conductance $1/2$.

The final theorem checks both flux relations for the two-channel matrices, entry by entry.

```lean
/-- Flux conservation holds for a two-channel contact in which one spin is partly reflected into
the other channel, while the other spin is reflected in channel one and transmitted in
channel two. -/
theorem flux_conservation_witness :
    (!![0, 3 / 5; 3 / 5, 0] : Matrix (Fin 2) (Fin 2) ℂ) * !![0, 3 / 5; 3 / 5, 0]ᴴ
        + !![4 / 5, 0; 0, 4 / 5] * !![4 / 5, 0; 0, 4 / 5]ᴴ = 1 ∧
      (!![Complex.I, 0; 0, 0] : Matrix (Fin 2) (Fin 2) ℂ) * !![Complex.I, 0; 0, 0]ᴴ
        + !![0, 0; 0, 1] * !![0, 0; 0, 1]ᴴ = 1 := by
  -- write out the entries of the products before inserting the numbers
  constructor <;> ext i j <;>
    simp only [Matrix.add_apply, Matrix.mul_apply, Matrix.conjTranspose_apply,
      Fin.sum_univ_two] <;>
    fin_cases i <;> fin_cases j <;> norm_num

end

end SpinMixingConductance
```

```lean
#print axioms SpinMixingConductance.average_le_mixingConductance_re
#print axioms SpinMixingConductance.mixingConductance_re_le
#print axioms SpinMixingConductance.insulator_mixingConductance_re_pos_iff
```

```
'SpinMixingConductance.average_le_mixingConductance_re' depends on axioms: [propext, Classical.choice, Quot.sound]
'SpinMixingConductance.mixingConductance_re_le' depends on axioms: [propext, Classical.choice, Quot.sound]
'SpinMixingConductance.insulator_mixingConductance_re_pos_iff' depends on axioms: [propext, Classical.choice, Quot.sound]
```
